# Homogeneous polynomial axial fields of k under Td: zero below degree three, one cubic field up to a factor

Suppose the spin splitting of an s-like conduction band in a zinc-blende crystal is modelled by $H(\mathbf k)=\varepsilon(\mathbf k)+\mathbf W(\mathbf k)\cdot\boldsymbol\sigma$, with wave vector $\mathbf k$ measured from the zone centre, spin-independent energy $\varepsilon$, Pauli matrices $\boldsymbol\sigma$ and a real vector field $\mathbf W$. If $\mathbf W$ is fitted as a general polynomial, there are nine free coefficients at first order and thirty at third order. Such a fit can return a splitting linear in $\mathbf k$, which the crystal forbids. Symmetry under the point group Td removes all nine linear coefficients and leaves one number at third order.

## The generators as matrices

```lean
import Mathlib

open Matrix Finset

namespace TdInvariants
```

The first line loads Mathlib, the mathematical library of Lean. The second gives access to matrix notation and finite sums.

```lean
/-- The threefold rotation (x, y, z) ↦ (y, z, x). -/
def cyc : Matrix (Fin 3) (Fin 3) ℝ := !![0, 1, 0; 0, 0, 1; 1, 0, 0]
```

A vector has type `Fin 3 → ℝ`: a function from the indices 0, 1, 2 to the real numbers. Thus `k 0`, `k 1`, `k 2` are $k_x,k_y,k_z$. The matrix `cyc` is the threefold rotation $(x,y,z)\mapsto(y,z,x)$.

```lean
/-- The twofold rotation diag(-1, -1, 1) about the z axis. -/
def rotZ : Matrix (Fin 3) (Fin 3) ℝ := !![-1, 0, 0; 0, -1, 0; 0, 0, 1]
```

This is the twofold rotation about the z axis, $(x,y,z)\mapsto(-x,-y,z)$.

```lean
/-- The mirror that exchanges x and y. -/
def mirror : Matrix (Fin 3) (Fin 3) ℝ := !![0, 1, 0; 1, 0, 0; 0, 0, 1]
```

The mirror $(x,y,z)\mapsto(y,x,z)$ completes the set. These three matrices generate the 24 operations of Td in the usual cubic axes, a fact of group theory that the file takes as background.

## Axial covariance and homogeneous fields

```lean
/-- The field `W` transforms as an axial vector under `R`: W(Rk) = det(R) R W(k). -/
def Covariant (R : Matrix (Fin 3) (Fin 3) ℝ) (W : (Fin 3 → ℝ) → Fin 3 → ℝ) : Prop :=
  ∀ k, W (R *ᵥ k) = R.det • (R *ᵥ W k)
```

`Covariant R W` says that $\mathbf W(R\mathbf k)=\det(R)\,R\,\mathbf W(\mathbf k)$ for every $\mathbf k$. Here `*ᵥ` applies a matrix to a vector and `•` multiplies by a scalar. The determinant is there because spin is an axial vector: with this rule, $\mathbf W\cdot\boldsymbol\sigma$ is invariant.

```lean
/-- The field `W` is an axial vector field under the three generators of Td. -/
def TdCovariant (W : (Fin 3 → ℝ) → Fin 3 → ℝ) : Prop :=
  Covariant cyc W ∧ Covariant rotZ W ∧ Covariant mirror W
```

`TdCovariant` asks for the rule under all three generators. Time reversal is not assumed.

```lean
/-- Each component of `W` is a real combination of monomials of total degree `n`
in the components of k. -/
def IsHomogeneousField (n : ℕ) (W : (Fin 3 → ℝ) → Fin 3 → ℝ) : Prop :=
  ∃ c : Fin 3 → ℕ → ℕ → ℕ → ℝ, ∀ k i, W k i =
    ∑ p ∈ antidiagonal n, ∑ q ∈ antidiagonal p.2,
      c i p.1 q.1 q.2 * k 0 ^ p.1 * k 1 ^ q.1 * k 2 ^ q.2
```

A field is homogeneous of degree $n$ if each component is a sum of monomials $k_x^a k_y^b k_z^c$ with $a+b+c=n$ and real coefficients. The first `antidiagonal` splits $n$ into $a$ and a remainder, and the second splits the remainder into $b$ and $c$. The coefficient `c i a b c'` belongs to component `i` and exponents $a,b,c'$. The zero field is homogeneous of every degree.

```lean
/-- The cubic field (kx(ky² - kz²), ky(kz² - kx²), kz(kx² - ky²)). -/
def cubicField (k : Fin 3 → ℝ) : Fin 3 → ℝ :=
  ![k 0 * (k 1 ^ 2 - k 2 ^ 2), k 1 * (k 2 ^ 2 - k 0 ^ 2), k 2 * (k 0 ^ 2 - k 1 ^ 2)]
```

This is the field $\mathbf C(\mathbf k)=\big(k_x(k_y^2-k_z^2),\,k_y(k_z^2-k_x^2),\,k_z(k_x^2-k_y^2)\big)$.

## From generators to components

```lean
/-- A field covariant under two operations is covariant under their product. -/
theorem covariant_mul {R S : Matrix (Fin 3) (Fin 3) ℝ} {W : (Fin 3 → ℝ) → Fin 3 → ℝ}
    (hR : Covariant R W) (hS : Covariant S W) : Covariant (R * S) W := by
  intro k
  rw [← Matrix.mulVec_mulVec, hR (S *ᵥ k), hS k, Matrix.det_mul, Matrix.mulVec_smul,
    smul_smul, Matrix.mulVec_mulVec]
```

If the rule holds for $R$ and $S$, then
$$\mathbf W(RS\mathbf k)=\det(R)\,R\,\mathbf W(S\mathbf k)=\det(R)\det(S)\,RS\,\mathbf W(\mathbf k),$$
and $\det(R)\det(S)=\det(RS)$. The chain of `rw` steps makes these replacements in order. Repeated use carries covariance from the generators to every product of them, hence to the whole finite group.

```lean
/-- Covariance under the three generators, written out in components. -/
theorem tdCovariant_iff (W : (Fin 3 → ℝ) → Fin 3 → ℝ) :
    TdCovariant W ↔ ∀ x y z : ℝ,
      W ![y, z, x] = ![W ![x, y, z] 1, W ![x, y, z] 2, W ![x, y, z] 0] ∧
      W ![-x, -y, z] = ![-W ![x, y, z] 0, -W ![x, y, z] 1, W ![x, y, z] 2] ∧
      W ![y, x, z] = ![-W ![x, y, z] 1, -W ![x, y, z] 0, -W ![x, y, z] 2] := by
  -- action of the generators on vectors, and their determinants
  have c1 : ∀ v : Fin 3 → ℝ, cyc *ᵥ v = ![v 1, v 2, v 0] := by
    intro v; ext i
    fin_cases i <;> simp [cyc, Matrix.mulVec, dotProduct, Fin.sum_univ_three]
  have r1 : ∀ v : Fin 3 → ℝ, rotZ *ᵥ v = ![-v 0, -v 1, v 2] := by
    intro v; ext i
    fin_cases i <;> simp [rotZ, Matrix.mulVec, dotProduct, Fin.sum_univ_three]
  have m1 : ∀ v : Fin 3 → ℝ, mirror *ᵥ v = ![v 1, v 0, v 2] := by
    intro v; ext i
    fin_cases i <;> simp [mirror, Matrix.mulVec, dotProduct, Fin.sum_univ_three]
  have c2 : cyc.det = 1 := by simp [cyc, Matrix.det_fin_three]
  have r2 : rotZ.det = 1 := by simp [rotZ, Matrix.det_fin_three]
  have m2 : mirror.det = -1 := by simp [mirror, Matrix.det_fin_three]
  have m3 : ∀ v : Fin 3 → ℝ, mirror.det • (mirror *ᵥ v) = ![-v 1, -v 0, -v 2] := by
    intro v; rw [m2, m1]; ext i
    fin_cases i <;> simp
  constructor
  · rintro ⟨h1, h2, h3⟩ x y z
    refine ⟨?_, ?_, ?_⟩
    · have h := h1 ![x, y, z]
      rw [c2, one_smul, c1, c1] at h
      exact h
    · have h := h2 ![x, y, z]
      rw [r2, one_smul, r1, r1] at h
      exact h
    · have h := h3 ![x, y, z]
      rw [m3, m1] at h
      exact h
  · intro H
    have hk : ∀ k : Fin 3 → ℝ, ![k 0, k 1, k 2] = k := by
      intro k; ext i; fin_cases i <;> rfl
    refine ⟨fun k => ?_, fun k => ?_, fun k => ?_⟩
    · have h := (H (k 0) (k 1) (k 2)).1
      rw [hk k] at h
      rw [c2, one_smul, c1, c1]
      exact h
    · have h := (H (k 0) (k 1) (k 2)).2.1
      rw [hk k] at h
      rw [r2, one_smul, r1, r1]
      exact h
    · have h := (H (k 0) (k 1) (k 2)).2.2
      rw [hk k] at h
      rw [m3, m1]
      exact h
```

The determinants are $1,1,-1$, so covariance amounts to three equations, with all components on the right taken at $(x,y,z)$:
$$\mathbf W(y,z,x)=(W_y,W_z,W_x),$$
$$\mathbf W(-x,-y,z)=(-W_x,-W_y,W_z),$$
$$\mathbf W(y,x,z)=(-W_y,-W_x,-W_z).$$
The first `have` statements compute the matrix actions and determinants. The two halves after `constructor` prove the two directions of the equivalence.

```lean
/-- The x component of a Td-covariant field, taken at cyclically permuted wave vectors,
gives the whole field. -/
theorem eq_of_first_component {W : (Fin 3 → ℝ) → Fin 3 → ℝ} (hW : TdCovariant W)
    (x y z : ℝ) :
    W ![x, y, z] = ![W ![x, y, z] 0, W ![y, z, x] 0, W ![z, x, y] 0] := by
  have a := ((tdCovariant_iff W).1 hW x y z).1
  have b := ((tdCovariant_iff W).1 hW y z x).1
  ext i
  fin_cases i
  · rfl
  · exact (congrFun a 0).symm
  · exact ((congrFun b 0).trans (congrFun a 1)).symm
```

The first component of the first equation gives $W_y(x,y,z)=W_x(y,z,x)$. Its second component gives $W_z(x,y,z)=W_y(y,z,x)$, and a further rotation turns this into $W_x(z,x,y)$. The x component therefore determines the whole field. In the proof, `a` and `b` are the rotation rule at two successive points, and `congrFun` reads off one component of a vector equation.

## The signed average

```lean
/-- The x component of a Td-covariant field equals its signed average over eight
sign changes and exchanges of the components of k. -/
theorem projection {W : (Fin 3 → ℝ) → Fin 3 → ℝ} (hW : TdCovariant W) (x y z : ℝ) :
    8 * W ![x, y, z] 0 =
      W ![x, y, z] 0 - W ![-x, -y, z] 0 + W ![x, -y, -z] 0 - W ![-x, y, -z] 0
      - (W ![x, z, y] 0 - W ![-x, -z, y] 0 + W ![x, -z, -y] 0 - W ![-x, z, -y] 0) := by
  have H := (tdCovariant_iff W).1 hW
  have hz : ∀ x y z : ℝ, W ![x, y, z] 2 = W ![z, x, y] 0 := fun x y z =>
    congrFun (eq_of_first_component hW x y z) 2
  have h1 : ∀ x y z : ℝ, W ![-x, -y, z] 0 = -W ![x, y, z] 0 := fun x y z =>
    congrFun (H x y z).2.1 0
  have h2 : ∀ x y z : ℝ, W ![x, -y, -z] 0 = W ![x, y, z] 0 := by
    intro x y z
    have h : W ![-y, -z, x] 2 = W ![y, z, x] 2 := congrFun (H y z x).2.1 2
    rwa [hz, hz] at h
  have h3 : ∀ x y z : ℝ, W ![x, z, y] 0 = -W ![x, y, z] 0 := by
    intro x y z
    have h : W ![z, y, x] 2 = -W ![y, z, x] 2 := congrFun (H y z x).2.2 2
    rwa [hz, hz] at h
  have h4 : ∀ x y z : ℝ, W ![-x, y, -z] 0 = -W ![x, y, z] 0 := by
    intro x y z
    have h := h2 (-x) (-y) z
    rw [neg_neg] at h
    rw [h, h1]
  linarith [h1 x y z, h2 x y z, h4 x y z, h3 x y z, h1 x z y, h2 x z y, h4 x z y]
```

The x component obeys four rules:

- $W_x(-x,-y,z)=-W_x(x,y,z)$, directly from the twofold rotation (`h1`).
- $W_x(x,-y,-z)=W_x(x,y,z)$, from the z component of the same rotation at $(y,z,x)$, rewritten with $W_z(x,y,z)=W_x(z,x,y)$ (`h2`).
- $W_x(x,z,y)=-W_x(x,y,z)$, from the mirror in the same way (`h3`).
- $W_x(-x,y,-z)=-W_x(x,y,z)$, by combining the first two (`h4`).

Each of the eight terms on the right of the theorem, taken with its sign, thus equals $W_x(x,y,z)$, and their sum is $8W_x(x,y,z)$. `linarith` adds up the rules. No polynomial has been assumed so far.

## Degrees zero to three

```lean
/-- A Td-covariant homogeneous polynomial field of degree 0, 1 or 2 vanishes. -/
theorem eq_zero_of_degree_lt_three {n : ℕ} (hn : n < 3) {W : (Fin 3 → ℝ) → Fin 3 → ℝ}
    (hp : IsHomogeneousField n W) (hW : TdCovariant W) : W = 0 := by
  obtain ⟨c, hc⟩ := hp
  have e := fun x y z : ℝ => hc ![x, y, z] 0
  -- the signed average removes every monomial of degree below three
  have hfirst : ∀ x y z : ℝ, W ![x, y, z] 0 = 0 := by
    intro x y z
    have h := projection hW x y z
    interval_cases n <;>
    · simp only [e, Finset.Nat.sum_antidiagonal_eq_sum_range_succ_mk, Finset.sum_range_succ,
        Finset.sum_range_zero, Matrix.cons_val_zero, Matrix.cons_val_one,
        Matrix.cons_val] at h ⊢
      linear_combination h / 8
  funext k
  have hk : ![k 0, k 1, k 2] = k := by ext i; fin_cases i <;> rfl
  have r := eq_of_first_component hW (k 0) (k 1) (k 2)
  simp only [hfirst] at r
  rw [hk] at r
  rw [r]
  ext i
  fin_cases i <;> rfl
```

Insert a monomial $x^ay^bz^c$ into the average. The first four terms multiply it by
$$1-(-1)^{a+b}+(-1)^{b+c}-(-1)^{a+c}.$$
This is 4 if $b$ and $c$ have the same parity and $a$ the opposite one, and 0 otherwise. The last four terms subtract the same expression with $y$ and $z$ exchanged, which leaves $4x^a(y^bz^c-y^cz^b)$. Up to degree two, only $x$ and $yz$ pass the parity test. Both have $b=c$, so the exchange cancels them. Hence $W_x=0$, and the cyclic rotation gives $\mathbf W=0$.

In Lean, `interval_cases n` separates the degrees 0, 1 and 2, and `simp only` writes out the sums with their symbolic coefficients. The decisive line is `linear_combination h / 8`. Let $P$ be the polynomial for $W_x$ and $S$ the signed sum of its eight transformed copies, so that `h` reads $8P=S$, while the goal is $P=0$. The tactic subtracts one eighth of `h` from the goal and checks that what remains is an algebraic identity:
$$P-0-\left(P-\tfrac18S\right)=\tfrac18S=0.$$
The equation $S=0$ is the cancellation just done by hand, and the tactic confirms it by expanding and collecting terms, for all coefficients at once. The proof therefore never has to argue that a polynomial which vanishes at every point has vanishing coefficients.

```lean
/-- The Td-covariant homogeneous polynomial fields of degree 3 are exactly the real
multiples of the cubic field (kx(ky² - kz²), cyclic). -/
theorem cubic_iff (W : (Fin 3 → ℝ) → Fin 3 → ℝ) :
    (IsHomogeneousField 3 W ∧ TdCovariant W) ↔ ∃ γ : ℝ, W = fun k => γ • cubicField k := by
  constructor
  · rintro ⟨⟨c, hc⟩, hW⟩
    have e := fun x y z : ℝ => hc ![x, y, z] 0
    -- the signed average turns every cubic polynomial into a multiple of x y² - x z²
    have hfirst : ∀ x y z : ℝ,
        W ![x, y, z] 0 = (c 0 1 2 0 - c 0 1 0 2) / 2 * (x * (y ^ 2 - z ^ 2)) := by
      intro x y z
      have h := projection hW x y z
      simp only [e, Finset.Nat.sum_antidiagonal_eq_sum_range_succ_mk, Finset.sum_range_succ,
        Finset.sum_range_zero, Matrix.cons_val_zero, Matrix.cons_val_one,
        Matrix.cons_val] at h ⊢
      linear_combination h / 8
    refine ⟨(c 0 1 2 0 - c 0 1 0 2) / 2, ?_⟩
    funext k
    have hk : ![k 0, k 1, k 2] = k := by ext i; fin_cases i <;> rfl
    have r := eq_of_first_component hW (k 0) (k 1) (k 2)
    simp only [hfirst] at r
    rw [hk] at r
    rw [r]
    ext i
    fin_cases i <;> simp [cubicField]
  · rintro ⟨γ, rfl⟩
    constructor
    · -- the coefficients, listed by the exponents of kx and ky
      refine ⟨fun i a b _ => γ * ![
        (if a = 1 ∧ b = 2 then 1 else 0) - (if a = 1 ∧ b = 0 then 1 else 0),
        (if a = 0 ∧ b = 1 then 1 else 0) - (if a = 2 ∧ b = 1 then 1 else 0),
        (if a = 2 ∧ b = 0 then 1 else 0) - (if a = 0 ∧ b = 2 then 1 else 0)] i, ?_⟩
      intro k i
      fin_cases i <;>
        simp [cubicField, Finset.Nat.sum_antidiagonal_eq_sum_range_succ_mk,
          Finset.sum_range_succ, -mul_eq_mul_left_iff, -mul_eq_mul_right_iff] <;> ring
    · rw [tdCovariant_iff]
      intro x y z
      refine ⟨?_, ?_, ?_⟩ <;> ext i <;> fin_cases i <;>
        simp [cubicField, -mul_eq_mul_left_iff, -mul_eq_mul_right_iff] <;> ring
```

At degree three, $x^3$, $xy^2$ and $xz^2$ pass the parity test, and the exchange cancels $x^3$. With $c_{120}$ and $c_{102}$ for `c 0 1 2 0` and `c 0 1 0 2`, the coefficients of $xy^2$ and $xz^2$ in $W_x$, the average gives
$$W_x=\tfrac12(c_{120}-c_{102})\,x(y^2-z^2).$$
Setting $\gamma=\tfrac12(c_{120}-c_{102})$ and rotating cyclically yields $\mathbf W=\gamma\,\mathbf C$. The same `linear_combination` line does this step, now with $\gamma x(y^2-z^2)$ on the right of the goal.

The theorem is an equivalence, so every real multiple of $\mathbf C$ must also qualify. The proof lists the coefficients of $\gamma\mathbf C$ to show homogeneity, then checks the three component equations. For the mirror, for example,
$$\mathbf C(y,x,z)=\big(y(x^2-z^2),\,x(z^2-y^2),\,z(y^2-x^2)\big)=(-C_y,-C_x,-C_z).$$

The number $\gamma$ stands for the strength of the cubic spin splitting in a given material. Symmetry leaves its value and sign open, and it may be zero. A fit up to third order mixes terms of degrees zero to three. Each operation is linear in $\mathbf k$ and keeps the degree of every term, so a polynomial $\mathbf W$ that obeys the covariance rule obeys it degree by degree, and the two theorems apply to each part (this splitting is not formalised here). For this non-interacting two-band model, a third-order fit of a computed band structure near $\mathbf k=0$ thus has one spin-splitting parameter. Degrees above three are not treated.

## Wave vectors normal to (1,1,0)

```lean
/-- For k normal to (1,1,0), every Td-covariant field, polynomial or not, is parallel
to (1,1,0). -/
theorem parallel_of_normal {W : (Fin 3 → ℝ) → Fin 3 → ℝ} (hW : TdCovariant W)
    (k : Fin 3 → ℝ) (hk : k ⬝ᵥ ![1, 1, 0] = 0) : W k = W k 0 • ![1, 1, 0] := by
  have h1 : k 1 = -k 0 := by
    simp [dotProduct, Fin.sum_univ_three] at hk
    linarith
  have e : ![k 0, -k 0, k 2] = k := by
    ext i; fin_cases i <;> simp [h1]
  -- the mirror (x, y, z) ↦ (-y, -x, z) leaves k fixed
  obtain ⟨-, r, m⟩ := (tdCovariant_iff W).1 hW (k 0) (-k 0) (k 2)
  rw [neg_neg, e] at r
  rw [e] at m
  have q := m.symm.trans r
  have q0 : -W k 1 = -W k 0 := congrFun q 0
  have q2 : -W k 2 = W k 2 := congrFun q 2
  have a : W k 1 = W k 0 := by linarith
  have b : W k 2 = 0 := by linarith
  ext i
  fin_cases i <;> simp [a, b]
```

The hypothesis `hk` says $\mathbf k\cdot(1,1,0)=0$, so $\mathbf k=(k_x,-k_x,k_z)$. The twofold rotation and the mirror both send this vector to $(-k_x,k_x,k_z)$, and their product, the mirror $(x,y,z)\mapsto(-y,-x,z)$, leaves it fixed. The two rules for $\mathbf W$ at the common image must agree:
$$(-W_x,-W_y,W_z)=(-W_y,-W_x,-W_z).$$
Hence $W_x=W_y$ and $W_z=0$, that is, $\mathbf W(\mathbf k)=W_x(\mathbf k)\,(1,1,0)$. In the code, `r` and `m` are the two rules, and `q` equates them. The field may be any function here, polynomial or not, and it may vanish at $\mathbf k$.

Within the model Hamiltonian above, the spin component along $(1,1,0)$ is then conserved for every $\mathbf k$ in this plane.

```lean
/-- For k normal to (1,1,0), the cubic field is kx(kx² - kz²) times (1,1,0). -/
theorem cubicField_of_normal (k : Fin 3 → ℝ) (hk : k ⬝ᵥ ![1, 1, 0] = 0) :
    cubicField k = (k 0 * (k 0 ^ 2 - k 2 ^ 2)) • ![1, 1, 0] := by
  have h1 : k 1 = -k 0 := by
    simp [dotProduct, Fin.sum_univ_three] at hk
    linarith
  ext i
  fin_cases i <;>
    simp [cubicField, h1, -mul_eq_mul_left_iff, -mul_eq_mul_right_iff]
  ring

end TdInvariants
```

For the cubic field, putting $k_y=-k_x$ gives
$$C_x=k_x(k_x^2-k_z^2),\qquad C_y=-k_x(k_z^2-k_x^2)=C_x,\qquad C_z=k_z(k_x^2-k_x^2)=0.$$
The vector $(1,1,0)$ has length $\sqrt2$, so the component of $\mathbf C$ along the unit vector $(1,1,0)/\sqrt2$ is $\sqrt2\,k_x(k_x^2-k_z^2)$. It vanishes for $k_x=0$ and for $k_x=\pm k_z$. The proof substitutes $k_y=-k_x$ and compares the three components.

```lean
#print axioms TdInvariants.eq_zero_of_degree_lt_three
#print axioms TdInvariants.cubic_iff
#print axioms TdInvariants.parallel_of_normal
#print axioms TdInvariants.cubicField_of_normal
```

```
'TdInvariants.eq_zero_of_degree_lt_three' depends on axioms: [propext, Classical.choice, Quot.sound]
'TdInvariants.cubic_iff' depends on axioms: [propext, Classical.choice, Quot.sound]
'TdInvariants.parallel_of_normal' depends on axioms: [propext, Classical.choice, Quot.sound]
'TdInvariants.cubicField_of_normal' depends on axioms: [propext, Classical.choice, Quot.sound]
```
